# Particle-hole invariance of the Hubbard Hamiltonian for symmetric bipartite hopping

Take two sites with signs e_1 = 1 and e_2 = −1, and suppress spin. Replace each annihilator a_p by e_p c_p and each creator c_p by e_p a_p. Then

c_1 a_2 + c_2 a_1 → −a_1 c_2 − a_2 c_1 = c_2 a_1 + c_1 a_2.

Exchanging creators and annihilators costs one minus sign on reordering, and the opposite site signs supply another. The same cancellation works on any finite lattice Λ with signs e_p = ±1 for

H = Σ_pqs t_pq c_ps a_qs + U Σ_p (n_p↑ − ½)(n_p↓ − ½), n_ps = c_ps a_ps,

if t is symmetric and t_pq = 0 whenever e_p = e_q.

## Operators and their Fock representation

The operators live in an arbitrary complex algebra `A`.

In Lean 4 with Mathlib:

```lean
import Mathlib

open Finset

namespace ParticleHoleHubbard

noncomputable section

variable {Λ A : Type*} [DecidableEq Λ] [Ring A] [Algebra ℂ A]
```

Only the anticommutation relations are assumed:

{a_ps, a_qr} = {c_ps, c_qr} = 0, {a_ps, c_qr} = δ_pq δ_sr.

Nothing requires c_ps to be the adjoint of a_ps.

```lean
/-- The canonical anticommutation relations for annihilators `a p s` and creators `c p s`
on sites `p` with spin `s` (`true` is up, `false` is down). -/
structure IsCAR (a c : Λ → Bool → A) : Prop where
  aa : ∀ p s q r, a p s * a q r + a q r * a p s = 0
  cc : ∀ p s q r, c p s * c q r + c q r * c p s = 0
  ac : ∀ p s q r, a p s * c q r + c q r * a p s = if p = q ∧ s = r then 1 else 0
```

Fock space provides a concrete instance: the exterior algebra over the modes (p, s).

```lean
/-- The exterior algebra of the space of complex functions on the modes `(p, s)`, written as the
Clifford algebra of the zero quadratic form. For finite `Λ` this is fermionic Fock space. -/
abbrev Fock (Λ : Type*) := CliffordAlgebra (0 : QuadraticForm ℂ (Λ × Bool → ℂ))
```

With v_ps the basis vector of a mode, creation is c_ps x = v_ps ∧ x.

```lean
/-- Creation on Fock space: exterior multiplication by the mode `(p, s)`. -/
def fockCreate (p : Λ) (s : Bool) : Module.End ℂ (Fock Λ) :=
  LinearMap.mulLeft ℂ (CliffordAlgebra.ι 0 (Pi.single (p, s) 1))
```

Annihilation is contraction with the mode's coordinate.

```lean
/-- Annihilation on Fock space: contraction with the coordinate of the mode `(p, s)`. -/
def fockAnnihilate (p : Λ) (s : Bool) : Module.End ℂ (Fock Λ) :=
  CliffordAlgebra.contractLeft (LinearMap.proj (p, s))
```

Exterior products of vectors anticommute, as do contractions. The mixed relation follows from

a_ps (v_qr ∧ x) = δ_pq δ_sr x − v_qr ∧ a_ps x,

which is `contractLeft_ι_mul` in the proof.

```lean
/-- The creation and annihilation operators on Fock space satisfy the canonical
anticommutation relations. -/
theorem isCAR_witness :
    IsCAR (fockAnnihilate : Λ → Bool → Module.End ℂ (Fock Λ)) fockCreate where
  aa p s q r := by
    apply LinearMap.ext
    intro x
    simp only [LinearMap.add_apply, Module.End.mul_apply, fockAnnihilate, LinearMap.zero_apply]
    rw [CliffordAlgebra.contractLeft_comm]
    abel
  cc p s q r := by
    apply LinearMap.ext
    intro x
    simp only [LinearMap.add_apply, Module.End.mul_apply, fockCreate, LinearMap.mulLeft_apply,
      LinearMap.zero_apply]
    rw [← mul_assoc, ← mul_assoc, ← add_mul, CliffordAlgebra.ι_mul_ι_add_swap]
    simp [QuadraticMap.polar]
  ac p s q r := by
    apply LinearMap.ext
    intro x
    simp only [LinearMap.add_apply, Module.End.mul_apply, fockCreate, fockAnnihilate,
      LinearMap.mulLeft_apply]
    rw [CliffordAlgebra.contractLeft_ι_mul, sub_add_cancel]
    by_cases hpq : p = q ∧ s = r
    · obtain ⟨rfl, rfl⟩ := hpq
      simp
    · have hne : (p, s) ≠ (q, r) := fun h =>
        hpq ⟨congrArg Prod.fst h, congrArg Prod.snd h⟩
      rw [if_neg hpq, LinearMap.proj_apply, Pi.single_eq_of_ne hne, zero_smul,
        LinearMap.zero_apply]
```

## The substitution

`stagger e x` is the family e_p x_ps. Since annihilators come first in every definition, the transformed pair is `(stagger e c)`, `(stagger e a)`. The replacement is linear: coefficients are not conjugated.

```lean
/-- Multiply the operators on site `p` by the number `e p`. The particle-hole transformation
replaces the pair `(a, c)` by `(stagger e c, stagger e a)`. -/
def stagger (e : Λ → ℂ) (x : Λ → Bool → A) (p : Λ) (s : Bool) : A := e p • x p s
```

The occupation number is n_ps = c_ps a_ps.

```lean
/-- The occupation number operator of site `p` and spin `s`. -/
def number (a c : Λ → Bool → A) (p : Λ) (s : Bool) : A := c p s * a p s
```

Either value of the sign gives e_p² = 1.

```lean
variable {a c : Λ → Bool → A} {e : Λ → ℂ}

omit [DecidableEq Λ] in
/-- A sign squares to one. -/
theorem sign_sq (he : ∀ p, e p = 1 ∨ e p = -1) (p : Λ) : e p * e p = 1 := by
  rcases he p with h | h <;> simp [h]
```

The first two relations change places, up to a factor e_p e_q. For the third,

{e_p c_ps, e_q a_qr} = e_p e_q δ_pq δ_sr = δ_pq δ_sr,

because the right side survives only at p = q. The case split in the proof is this observation.

```lean
/-- The particle-hole transformation preserves the canonical anticommutation relations. -/
theorem IsCAR.particleHole (h : IsCAR a c) (he : ∀ p, e p = 1 ∨ e p = -1) :
    IsCAR (stagger e c) (stagger e a) where
  aa p s q r := by
    simp only [stagger, smul_mul_smul_comm]
    rw [mul_comm (e q) (e p), ← smul_add, h.cc, smul_zero]
  cc p s q r := by
    simp only [stagger, smul_mul_smul_comm]
    rw [mul_comm (e q) (e p), ← smul_add, h.aa, smul_zero]
  ac p s q r := by
    simp only [stagger, smul_mul_smul_comm]
    rw [mul_comm (e q) (e p), ← smul_add, add_comm, h.ac q r p s]
    by_cases hpq : p = q ∧ s = r
    · obtain ⟨rfl, rfl⟩ := hpq
      simp [sign_sq he]
    · rw [if_neg hpq, if_neg (fun h' => hpq ⟨h'.1.symm, h'.2.symm⟩), smul_zero]
```

At a single mode, n_ps → e_p² a_ps c_ps = 1 − n_ps.

```lean
/-- The particle-hole transformation turns each occupation number `n` into `1 - n`. -/
theorem number_particleHole (h : IsCAR a c) (he : ∀ p, e p = 1 ∨ e p = -1) (p : Λ) (s : Bool) :
    number (stagger e c) (stagger e a) p s = 1 - number a c p s := by
  have h1 : a p s * c p s + c p s * a p s = 1 := by simpa using h.ac p s p s
  simp only [number, stagger, smul_mul_smul_comm, sign_sq he, one_smul]
  exact eq_sub_of_add_eq h1
```

## The Hamiltonian, term by term

The lattice is finite from here on. The hopping sum includes p = q, so `t p p` is an on-site energy.

```lean
variable [Fintype Λ]

/-- The hopping term: the sum of `t p q` times `c p s * a q s` over sites and spins. -/
def hopping (t : Λ → Λ → ℂ) (a c : Λ → Bool → A) : A :=
  ∑ p, ∑ q, ∑ s, t p q • (c p s * a q s)
```

The interaction is measured from half filling, which fixes the chemical potential at its symmetric value.

```lean
/-- The on-site interaction `U ∑ (n_up - 1/2) (n_down - 1/2)`. -/
def interaction (U : ℂ) (a c : Λ → Bool → A) : A :=
  U • ∑ p, (number a c p true - (1 / 2 : ℂ) • 1) * (number a c p false - (1 / 2 : ℂ) • 1)
```

Both t and U may be complex. On the Fock space of a nonempty lattice, with c_ps the adjoint of a_ps, a Hermitian H with symmetric t has real t and real U.

```lean
/-- The Hubbard Hamiltonian: hopping plus on-site interaction. -/
def hubbard (t : Λ → Λ → ℂ) (U : ℂ) (a c : Λ → Bool → A) : A :=
  hopping t a c + interaction U a c
```

For arbitrary t, reordering gives

Σ_pqs t_pq e_p e_q a_ps c_qs
= Σ_pqs t_pq e_p e_q (δ_pq − c_qs a_ps)
= Σ_pqs (−e_p e_q t_qp) c_ps a_qs + 2 Σ_p t_pp.

The last line exchanges the names p and q (`Finset.sum_comm`), and the 2 counts spins. The local statement `term` is the reordering of one summand.

```lean
/-- For any hopping matrix `t`, the particle-hole transformation gives a hopping term with matrix
`-(e p * e q * t q p)` plus twice the trace of `t`. -/
theorem hopping_particleHole (h : IsCAR a c) (he : ∀ p, e p = 1 ∨ e p = -1) (t : Λ → Λ → ℂ) :
    hopping t (stagger e c) (stagger e a) =
      hopping (fun p q => -(e p * e q * t q p)) a c + (2 * ∑ p, t p p) • (1 : A) := by
  -- normal ordering of a single term
  have term : ∀ p q s, t p q • (stagger e a p s * stagger e c q s) =
      (-(e q * e p * t p q)) • (c q s * a p s) + (if p = q then t p p else 0) • (1 : A) := by
    intro p q s
    have h1 : a p s * c q s = (if p = q then 1 else 0) - c q s * a p s := by
      simpa using eq_sub_of_add_eq (h.ac p s q s)
    simp only [stagger, smul_mul_smul_comm, h1]
    by_cases hpq : p = q
    · subst hpq
      simp only [↓reduceIte, sign_sq he]
      module
    · simp only [if_neg hpq]
      module
  simp only [hopping, term, Finset.sum_add_distrib]
  congr 1
  · exact Finset.sum_comm
  · simp only [← Finset.sum_smul]
    congr 1
    simp [Finset.mul_sum]
```

In the interaction both factors change sign, so their product does not:

(1 − n) − ½ = −(n − ½).

```lean
/-- The on-site interaction is unchanged by the particle-hole transformation. -/
theorem interaction_particleHole (h : IsCAR a c) (he : ∀ p, e p = 1 ∨ e p = -1) (U : ℂ) :
    interaction U (stagger e c) (stagger e a) = interaction U a c := by
  -- each factor changes sign
  have flip : ∀ x : A, 1 - x - (1 / 2 : ℂ) • (1 : A) = -(x - (1 / 2 : ℂ) • (1 : A)) := by
    intro x
    module
  simp only [interaction, number_particleHole h he, flip, neg_mul_neg]
```

Now use the hypotheses on t. If e_p ≠ e_q, then −e_p e_q t_qp = t_qp = t_pq; if e_p = e_q, both sides vanish. Taking p = q gives t_pp = 0, which removes the constant. In the proof these are `hT` and `htr`.

```lean
/-- Particle-hole symmetry: for symmetric hopping that vanishes between sites of equal sign, the
transformation preserves the anticommutation relations and the Hubbard Hamiltonian. -/
theorem hubbard_particleHole (h : IsCAR a c) (he : ∀ p, e p = 1 ∨ e p = -1)
    (t : Λ → Λ → ℂ) (U : ℂ) (ht : ∀ p q, t p q = t q p) (hb : ∀ p q, e p = e q → t p q = 0) :
    IsCAR (stagger e c) (stagger e a) ∧
      hubbard t U (stagger e c) (stagger e a) = hubbard t U a c := by
  refine ⟨h.particleHole he, ?_⟩
  have hT : (fun p q => -(e p * e q * t q p)) = t := by
    funext p q
    rw [← ht p q]
    by_cases hpq : e p = e q
    · simp [hb p q hpq]
    · rcases he p with h1 | h1 <;> rcases he q with h2 | h2 <;> simp_all
  have htr : ∑ p, t p p = 0 := Finset.sum_eq_zero fun p _ => hb p p rfl
  rw [hubbard, hubbard, hopping_particleHole h he, interaction_particleHole h he, hT, htr,
    mul_zero, zero_smul, add_zero]
```

If t still vanishes between sites of equal sign but is not symmetric, the invariance can fail. On the two sites above, the Hermitian choice t_12 = i, t_21 = −i, with zero diagonal, sends the hopping term to minus itself.

For this single-band model on a finite bipartite lattice, the identity gives a check on code that builds H. A unitary on Fock space implementing the substitution would also relate the spectra at N and 2|Λ| − N electrons; none is constructed here.

## For symmetric hopping, invariance forces the bipartite form

Let w be any hopping matrix. Each term obeys

[c_ps′ a_qs′, c_rs] = c_ps′ {a_qs′, c_rs} − {c_ps′, c_rs} a_qs′ = δ_qr δ_s′s c_ps′,

so the commutator of the whole hopping term with c_rs is Σ_p w_pr c_ps.

```lean
/-- The commutator of a hopping term with the creator `c r s` is the sum of `w p r` times
`c p s` over sites `p`. -/
theorem hopping_commutator (h : IsCAR a c) (w : Λ → Λ → ℂ) (r : Λ) (s : Bool) :
    hopping w a c * c r s - c r s * hopping w a c = ∑ p, w p r • c p s := by
  have term : ∀ p q s', c p s' * a q s' * c r s - c r s * (c p s' * a q s') =
      c p s' * (if q = r ∧ s' = s then 1 else 0) := by
    intro p q s'
    rw [← h.ac q s' r s]
    have h2 := h.cc p s' r s
    linear_combination (norm := noncomm_ring) -(h2 * a q s')
  simp only [hopping, Finset.sum_mul, Finset.mul_sum, smul_mul_assoc, mul_smul_comm,
    ← Finset.sum_sub_distrib, ← smul_sub, term]
  refine Finset.sum_congr rfl fun p _ => ?_
  rw [Finset.sum_eq_single r, Finset.sum_eq_single s]
  · simp
  · intro b _ hb
    simp [hb]
  · simp
  · intro b _ hb
    simp [hb]
  · simp
```

If the hopping term is a number, this commutator is zero. Taking the anticommutator with a_q↑ then leaves w_qr · 1 = 0, hence w_qr = 0 when the algebra is nonzero (`Nontrivial A`).

```lean
/-- In a nonzero algebra, a hopping term that equals a number has zero hopping matrix. -/
theorem hopping_eq_scalar [Nontrivial A] (h : IsCAR a c) (w : Λ → Λ → ℂ) (z : ℂ)
    (hw : hopping w a c = z • (1 : A)) (q r : Λ) : w q r = 0 := by
  have h1 : ∑ p, w p r • c p true = 0 := by
    rw [← hopping_commutator h w r true, hw]
    simp
  -- the anticommutator with an annihilator isolates one matrix element
  have h2 : ∑ p, w p r • (a q true * c p true + c p true * a q true) = 0 := by
    have h3 : ∑ p, w p r • (a q true * c p true + c p true * a q true) =
        a q true * (∑ p, w p r • c p true) + (∑ p, w p r • c p true) * a q true := by
      simp only [Finset.mul_sum, Finset.sum_mul, mul_smul_comm, smul_mul_assoc, smul_add,
        Finset.sum_add_distrib]
    rw [h3, h1, mul_zero, zero_mul, add_zero]
  simpa [h.ac] using h2
```

Suppose H is invariant, with t symmetric. The interaction cancels for every U, and the hopping term with matrix

w_pq = t_pq + e_p e_q t_qp

equals the number 2 Σ_p t_pp. Therefore w = 0, and at equal signs symmetry turns this into 2 t_pq = 0.

```lean
/-- For symmetric hopping in a nonzero algebra, the Hubbard Hamiltonian is particle-hole invariant
exactly when the hopping vanishes between sites of equal sign. -/
theorem hubbard_particleHole_iff [Nontrivial A] (h : IsCAR a c)
    (he : ∀ p, e p = 1 ∨ e p = -1) (t : Λ → Λ → ℂ) (U : ℂ) (ht : ∀ p q, t p q = t q p) :
    hubbard t U (stagger e c) (stagger e a) = hubbard t U a c ↔
      ∀ p q, e p = e q → t p q = 0 := by
  refine ⟨fun hH p q hpq => ?_, fun hb => (hubbard_particleHole h he t U ht hb).2⟩
  rw [hubbard, hubbard, hopping_particleHole h he, interaction_particleHole h he] at hH
  have h1 := add_right_cancel hH
  -- the difference of the two hopping terms is a number
  have h2 : hopping (fun p q => t p q + e p * e q * t q p) a c =
      (2 * ∑ p, t p p) • (1 : A) := by
    have h3 : hopping (fun p q => t p q + e p * e q * t q p) a c =
        hopping t a c - hopping (fun p q => -(e p * e q * t q p)) a c := by
      simp only [hopping, ← Finset.sum_sub_distrib, ← sub_smul, sub_neg_eq_add]
    rw [h3, ← h1]
    abel
  have h0 : t p q + e p * e q * t q p = 0 := hopping_eq_scalar h _ _ h2 p q
  rw [hpq, sign_sq he q, one_mul, ← ht p q] at h0
  linear_combination h0 / 2

end

end ParticleHoleHubbard
```

```lean
#print axioms ParticleHoleHubbard.hubbard_particleHole_iff
-- 'ParticleHoleHubbard.hubbard_particleHole_iff' depends on axioms: [propext, Classical.choice, Quot.sound]
```
